# The squared Bloch components and correlations of a two-qubit density matrix sum to at most 3, with equality exactly for pure states

A Bloch component is a real number, but the trace of a product of complex matrices has complex type. Here `expect R A` is defined as the real part of $\operatorname{tr}(RA)$, and part (a) shows that nothing is lost when $R$ and $A$ are Hermitian. The general lemmas use a finite index type `n`, which labels an orthonormal basis.

```lean
import Mathlib

open Matrix
open scoped Kronecker ComplexOrder

namespace TwoQubitCorrelations

noncomputable section

variable {n : Type*} [Fintype n]
```

A density matrix $R$ is positive semidefinite with $\operatorname{tr}R=1$. These are the only assumptions on the state.

```lean
/-- A density matrix is positive semidefinite and has trace one. -/
def IsDensity (R : Matrix n n ℂ) : Prop := R.PosSemidef ∧ R.trace = 1

/-- The real part of the trace of `R A`, the expectation value of the observable `A`. -/
def expect (R A : Matrix n n ℂ) : ℝ := (R * A).trace.re
```

A pure state is $R=|v\rangle\langle v|$ with $\langle v|v\rangle=1$. In entries, $R_{ij}=v_i\overline{v_j}$, which is what `vecMulVec v (star v)` says.

```lean
/-- The projector onto a single unit vector. -/
def IsPure (R : Matrix n n ℂ) : Prop :=
  ∃ v : n → ℂ, star v ⬝ᵥ v = 1 ∧ R = vecMulVec v (star v)
```

The Pauli matrices $\sigma_0,\sigma_1,\sigma_2$ are those usually called $\sigma_x,\sigma_y,\sigma_z$, since `Fin 3` counts from zero. They have eigenvalues $\pm1$, without the spin factor $\hbar/2$. The identity is written $1$.

```lean
/-- The three Pauli matrices. -/
def pauli : Fin 3 → Matrix (Fin 2) (Fin 2) ℂ :=
  ![!![0, 1; 1, 0], !![0, -Complex.I; Complex.I, 0], !![1, 0; 0, -1]]
```

Two-qubit matrices are indexed by pairs in `Fin 2 × Fin 2`, and the first factor of the Kronecker product `⊗ₖ` acts on the first qubit.

```lean
/-- Operators on two qubits. -/
abbrev TwoQubit := Matrix (Fin 2 × Fin 2) (Fin 2 × Fin 2) ℂ
```

The local Bloch vectors are $r_i=\operatorname{tr}(R\,\sigma_i\otimes1)$ and $s_j=\operatorname{tr}(R\,1\otimes\sigma_j)$. The correlations are $T_{ij}=\operatorname{tr}(R\,\sigma_i\otimes\sigma_j)$, with no product $r_is_j$ subtracted.

```lean
/-- The Bloch vector of the first qubit. -/
def blochA (R : TwoQubit) (i : Fin 3) : ℝ := expect R (pauli i ⊗ₖ 1)

/-- The Bloch vector of the second qubit. -/
def blochB (R : TwoQubit) (j : Fin 3) : ℝ := expect R (1 ⊗ₖ pauli j)

/-- The correlation matrix of the two qubits. -/
def corr (R : TwoQubit) (i j : Fin 3) : ℝ := expect R (pauli i ⊗ₖ pauli j)
```

## (a) Real expectation values

**Task.** Show that $\operatorname{tr}(RA)$ is real for Hermitian $R$ and $A$.

**Solution.** Conjugating the trace gives
$$\overline{\operatorname{tr}(RA)}=\operatorname{tr}\big((RA)^\dagger\big)=\operatorname{tr}(AR)=\operatorname{tr}(RA).$$
The rewrites in the proof are these equalities, and a number equal to its conjugate equals its real part.

```lean
/-- For Hermitian `R` and `A` the trace of `R A` is real and equals the expectation value. -/
theorem trace_eq_expect {R A : Matrix n n ℂ} (hR : R.IsHermitian) (hA : A.IsHermitian) :
    (R * A).trace = (expect R A : ℂ) := by
  have h : star (R * A).trace = (R * A).trace := by
    rw [← Matrix.trace_conjTranspose, Matrix.conjTranspose_mul, hR.eq, hA.eq,
      Matrix.trace_mul_comm]
  exact (Complex.conj_eq_iff_re.mp h).symm
```

## (b) Populations bound coherences

**Task.** For positive semidefinite $R$, show that $|R_{ij}|^2\le R_{ii}R_{jj}$.

**Solution.** The submatrix on the indices $i,j$ is again positive semidefinite, so its determinant is nonnegative:
$$0\le R_{ii}R_{jj}-R_{ij}R_{ji}=R_{ii}R_{jj}-|R_{ij}|^2,$$
because $R_{ji}=\overline{R_{ij}}$. For $i=j$ this is an equality. Lean obtains the determinant inequality from `h.submatrix ![i, j]` and then compares real parts.

```lean
omit [Fintype n] in
/-- In a positive semidefinite matrix the squared modulus of the entry `R i j` is at most the
product of the diagonal entries `R i i` and `R j j`. -/
theorem coherence_bound {R : Matrix n n ℂ} (h : R.PosSemidef) (i j : n) :
    ‖R i j‖ ^ 2 ≤ (R i i).re * (R j j).re := by
  -- the 2 × 2 principal minor is nonnegative
  have hd := (h.submatrix ![i, j]).det_nonneg
  rw [Matrix.det_fin_two] at hd
  have hd2 : 0 ≤ (R i i * R j j - R i j * R j i).re := (Complex.le_def.mp hd).1
  have hi : (R i i).im = 0 := Complex.conj_eq_iff_im.mp (h.isHermitian.apply i i)
  have hji : R j i = star (R i j) := (h.isHermitian.apply j i).symm
  rw [hji] at hd2
  simp only [Complex.sub_re, Complex.mul_re, Complex.star_def, Complex.conj_re,
    Complex.conj_im, hi] at hd2
  rw [Complex.sq_norm, Complex.normSq_apply]
  nlinarith [hd2]
```

## (c) Purity as a sum over entries

**Task.** Express $\operatorname{tr}R^2$ through the entries of a Hermitian $R$.

**Solution.** Expanding the product gives
$$\operatorname{tr}R^2=\sum_{i,j}R_{ij}R_{ji}=\sum_{i,j}|R_{ij}|^2.$$
The proof matches the two double sums term by term.

```lean
/-- The purity of a Hermitian matrix is the sum of the squared moduli of its entries. -/
theorem purity_eq_sum {R : Matrix n n ℂ} (h : R.IsHermitian) :
    expect R R = ∑ i, ∑ j, ‖R i j‖ ^ 2 := by
  simp only [expect, Matrix.trace, Matrix.diag_apply, Matrix.mul_apply, Complex.re_sum]
  refine Finset.sum_congr rfl fun i _ => Finset.sum_congr rfl fun j _ => ?_
  have hji : R j i = star (R i j) := (h.apply j i).symm
  rw [hji, Complex.sq_norm, Complex.normSq_apply, Complex.mul_re, Complex.star_def,
    Complex.conj_re, Complex.conj_im]
  ring
```

## (d) Products of populations

**Task.** Show that $\sum_{i,j}R_{ii}R_{jj}=1$ for a density matrix.

**Solution.** The double sum factorises into $(\sum_iR_{ii})(\sum_jR_{jj})=(\operatorname{tr}R)^2=1$. The factorisation is `Finset.sum_mul_sum`.

```lean
/-- The products of populations of a density matrix sum to one. -/
theorem sum_populations {R : Matrix n n ℂ} (h : IsDensity R) :
    ∑ i, ∑ j, (R i i).re * (R j j).re = 1 := by
  have ht : ∑ i, (R i i).re = 1 := by
    have := congrArg Complex.re h.2
    simpa only [Matrix.trace, Matrix.diag_apply, Complex.re_sum, Complex.one_re] using this
  rw [← Finset.sum_mul_sum, ht, one_mul]
```

## (e) Purity one means a pure state

**Task.** In any finite dimension, show that a density matrix has $\operatorname{tr}R^2\le1$, with equality exactly when $R$ is pure.

**Solution.** Parts (b), (c) and (d) give
$$\operatorname{tr}R^2=\sum_{i,j}|R_{ij}|^2\le\sum_{i,j}R_{ii}R_{jj}=1.$$

Suppose equality holds. Each term on the left is at most its partner on the right, so $|R_{ij}|^2=R_{ii}R_{jj}$ for all $i,j$; this is `hall`. Since the populations sum to one, some $R_{ii}$ is positive. Fix that $i$, take any $j$, and let $e_i,e_j$ be basis vectors. Put $x=R_{ii}e_j-R_{ij}e_i$. Then
$$(Rx)_k=R_{kj}R_{ii}-R_{ki}R_{ij}.$$
This vanishes at $k=i$ by inspection and at $k=j$ by `hall`. As $x$ has no other components, $x^\dagger Rx=0$. Writing $R=B^\dagger B$ turns this into $\|Bx\|^2=0$, so $Rx=0$. Hence $R_{kj}R_{ii}=R_{ki}R_{ij}$ for every $k$, which is `key`.

Now set $v_k=R_{ki}/\sqrt{R_{ii}}$. Then
$$v_k\overline{v_j}=\frac{R_{ki}R_{ij}}{R_{ii}}=R_{kj},\qquad \sum_k|v_k|^2=\operatorname{tr}R=1.$$

Conversely, if $R=vv^\dagger$ with $v^\dagger v=1$, then $R^2=v(v^\dagger v)v^\dagger=R$, so $\operatorname{tr}R^2=\operatorname{tr}R=1$. The last block of the proof does this in entries.

```lean
/-- In any finite dimension the purity of a density matrix is at most one, with equality
exactly for the projectors onto a single unit vector. -/
theorem purity_le_one_and_eq_iff {R : Matrix n n ℂ} (h : IsDensity R) :
    expect R R ≤ 1 ∧ (expect R R = 1 ↔ IsPure R) := by
  classical
  have hH := h.1.isHermitian
  have hle : ∀ i ∈ Finset.univ, ∑ j, ‖R i j‖ ^ 2 ≤ ∑ j, (R i i).re * (R j j).re :=
    fun i _ => Finset.sum_le_sum fun j _ => coherence_bound h.1 i j
  refine ⟨?_, ?_, ?_⟩
  · rw [purity_eq_sum hH, ← sum_populations h]
    exact Finset.sum_le_sum hle
  · intro he
    rw [purity_eq_sum hH, ← sum_populations h] at he
    -- every 2 × 2 principal minor vanishes
    have hall : ∀ i j, ‖R i j‖ ^ 2 = (R i i).re * (R j j).re := fun i j =>
      (Finset.sum_eq_sum_iff_of_le fun j _ => coherence_bound h.1 i j).mp
        ((Finset.sum_eq_sum_iff_of_le hle).mp he i (Finset.mem_univ i)) j (Finset.mem_univ j)
    have hd : ∀ i, ((R i i).re : ℂ) = R i i := fun i =>
      Complex.conj_eq_iff_re.mp (hH.apply i i)
    obtain ⟨i, hi⟩ : ∃ i, 0 < (R i i).re := by
      by_contra hc
      have hn : ∀ i, (R i i).re ≤ 0 := fun i => le_of_not_gt fun hi => hc ⟨i, hi⟩
      have h1 := congrArg Complex.re h.2
      simp only [Matrix.trace, Matrix.diag_apply, Complex.re_sum, Complex.one_re] at h1
      have h2 : ∑ i, (R i i).re ≤ 0 := Finset.sum_nonpos fun i _ => hn i
      linarith
    have hp : R i i ≠ 0 := fun h0 => by simp [h0] at hi
    have key : ∀ k j, R k j * R i i = R k i * R i j := by
      intro k j
      -- a vector of zero expectation lies in the kernel of R
      let x : n → ℂ := Pi.single j (R i i) - Pi.single i (R i j)
      have hx : ∀ k, (R *ᵥ x) k = R k j * R i i - R k i * R i j := by
        intro k
        simp [x, Matrix.mulVec, dotProduct, mul_sub, Finset.sum_sub_distrib, Pi.single_apply]
      have e : R j i * R i j = ((‖R i j‖ ^ 2 : ℝ) : ℂ) := by
        have hji : R j i = (starRingEnd ℂ) (R i j) := (hH.apply j i).symm
        rw [hji, ← Complex.normSq_eq_conj_mul_self, Complex.sq_norm]
      have h0 : star x ⬝ᵥ (R *ᵥ x) = 0 := by
        refine Finset.sum_eq_zero fun l _ => ?_
        by_cases hlj : l = j
        · rw [hx, hlj, e, hall, Complex.ofReal_mul, hd, hd]
          ring
        · by_cases hli : l = i
          · rw [hx, hli]
            ring
          · simp [x, hlj, hli]
      have hk := congrFun ((h.1.dotProduct_mulVec_zero_iff x).mp h0) k
      rw [hx] at hk
      exact sub_eq_zero.mp hk
    -- the normalised i-th column is the state vector
    let q : ℝ := Real.sqrt (R i i).re
    have hq : (q : ℂ) * q = R i i := by
      rw [← Complex.ofReal_mul, Real.mul_self_sqrt hi.le, hd]
    let v : n → ℂ := fun k => R k i / q
    have hv : ∀ k j, R k j = v k * star (v j) := by
      intro k j
      have c : (starRingEnd ℂ) (R j i) = R i j := hH.apply i j
      simp only [v, Complex.star_def, map_div₀, Complex.conj_ofReal]
      rw [c, div_mul_div_comm, hq, eq_div_iff hp]
      exact key k j
    refine ⟨v, ?_, ?_⟩
    · rw [← h.2]
      refine Finset.sum_congr rfl fun k _ => ?_
      rw [Matrix.diag_apply, hv k k, Pi.star_apply, mul_comm]
    · ext k j
      exact hv k j
  · rintro ⟨v, hv, hR⟩
    have hRR : R * R = R := by
      ext i j
      have hs : ∑ k, star (v k) * v k = 1 := hv
      calc (R * R) i j = ∑ k, v i * (star (v k) * v k) * star (v j) := by
            rw [Matrix.mul_apply, hR]
            refine Finset.sum_congr rfl fun k _ => ?_
            simp only [Matrix.vecMulVec_apply, Pi.star_apply]
            ring
        _ = R i j := by
            rw [← Finset.sum_mul, ← Finset.mul_sum, hs, mul_one, hR]
            rfl
    rw [expect, hRR, h.2, Complex.one_re]
```

## (f) Parseval identity for Pauli products

**Task.** For every complex $4\times4$ matrix $R$, write $4\operatorname{tr}R^2$ as a sum of sixteen squared traces.

**Solution.** Let $P$ and $Q$ run over the sixteen products $A\otimes B$ with $A,B\in\{1,\sigma_0,\sigma_1,\sigma_2\}$. Two of these four matrices have trace product $\operatorname{tr}(AA')=2$ if they are equal and $0$ otherwise. Since $\operatorname{tr}\big((A\otimes B)(A'\otimes B')\big)=\operatorname{tr}(AA')\operatorname{tr}(BB')$, we get $\operatorname{tr}(PQ)=4$ for $P=Q$ and $0$ otherwise. The sixteen products are therefore linearly independent and form a basis, so
$$R=\tfrac14\sum_P\operatorname{tr}(RP)\,P,\qquad
\operatorname{tr}R^2=\tfrac1{16}\sum_P4\operatorname{tr}(RP)^2=\tfrac14\sum_P\operatorname{tr}(RP)^2.$$
These are squares of complex numbers, not squared moduli. Lean takes a more direct route: it expands both sides in the entries of $R$, uses $i^2=-1$ for the imaginary unit, and compares polynomials with `ring`.

```lean
/-- Four times the trace of `R²` is the sum of the squares of the sixteen traces of `R`
against products of Pauli and identity matrices. -/
theorem pauli_parseval (R : TwoQubit) :
    4 * (R * R).trace = R.trace ^ 2 + ∑ i, (R * (pauli i ⊗ₖ 1)).trace ^ 2
      + ∑ j, (R * (1 ⊗ₖ pauli j)).trace ^ 2
      + ∑ i, ∑ j, (R * (pauli i ⊗ₖ pauli j)).trace ^ 2 := by
  simp only [Matrix.trace, Matrix.diag_apply, Matrix.mul_apply, Fintype.sum_prod_type,
    Fin.sum_univ_two, Fin.sum_univ_three, Matrix.kroneckerMap_apply]
  simp [pauli]
  ring_nf
  simp only [Complex.I_sq]
  ring
```

## (g) Bloch data determine the purity

**Task.** For a two-qubit density matrix, show that
$$\sum_ir_i^2+\sum_js_j^2+\sum_{i,j}T_{ij}^2=4\operatorname{tr}R^2-1.$$

**Solution.** In part (f), the product $1\otimes1$ contributes $(\operatorname{tr}R)^2=1$. The other fifteen traces are the components of $r$, $s$ and $T$, so moving the $1$ across gives the claim. The proof first checks that the Pauli matrices and their Kronecker products are Hermitian; part (a) then replaces each complex trace by its real value.

```lean
/-- For a two-qubit density matrix `R`, the squares of all components of the two Bloch vectors and
of all entries of the correlation matrix add up to `4 * expect R R - 1`. -/
theorem bloch_sum_eq_purity {R : TwoQubit} (h : IsDensity R) :
    ∑ i, blochA R i ^ 2 + ∑ j, blochB R j ^ 2 + ∑ i, ∑ j, corr R i j ^ 2
      = 4 * expect R R - 1 := by
  have hH := h.1.isHermitian
  have hσ : ∀ i, (pauli i).IsHermitian := by
    intro i
    fin_cases i <;> ext a b <;> fin_cases a <;> fin_cases b <;> simp [pauli]
  have hk : ∀ A B : Matrix (Fin 2) (Fin 2) ℂ, A.IsHermitian → B.IsHermitian →
      (A ⊗ₖ B).IsHermitian := by
    intro A B hA hB
    rw [Matrix.IsHermitian, Matrix.conjTranspose_kronecker, hA.eq, hB.eq]
  have hr : ∀ i, (R * (pauli i ⊗ₖ 1)).trace = (blochA R i : ℂ) := fun i =>
    trace_eq_expect hH (hk _ _ (hσ i) Matrix.isHermitian_one)
  have hs : ∀ j, (R * (1 ⊗ₖ pauli j)).trace = (blochB R j : ℂ) := fun j =>
    trace_eq_expect hH (hk _ _ Matrix.isHermitian_one (hσ j))
  have hT : ∀ i j, (R * (pauli i ⊗ₖ pauli j)).trace = (corr R i j : ℂ) := fun i j =>
    trace_eq_expect hH (hk _ _ (hσ i) (hσ j))
  have p := pauli_parseval R
  simp only [hr, hs, hT, h.2, trace_eq_expect hH hH, one_pow] at p
  have p' : 4 * expect R R = 1 + ∑ i, blochA R i ^ 2 + ∑ j, blochB R j ^ 2
      + ∑ i, ∑ j, corr R i j ^ 2 := by exact_mod_cast p
  linarith
```

## (h) The bound and its equality case

**Task.** Show that the sum in part (g) is at most $3$, and that it equals $3$ exactly when $R$ is pure.

**Solution.** By part (e), $4\operatorname{tr}R^2-1\le4-1=3$. Equality means $\operatorname{tr}R^2=1$, which by part (e) means that $R=|v\rangle\langle v|$ for a unit vector $v$. In Lean, `bloch_sum_eq_purity` rewrites the sum and `linarith` does the arithmetic.

For a two-qubit state whose fifteen Pauli expectation values are known exactly, the sum thus decides whether the state is pure. The theorem does not treat statistical errors in those values, and it does not separate entangled states from product states.

```lean
/-- For every two-qubit density matrix the squared Bloch vectors and correlations sum to at
most three, with equality exactly for the projectors onto a single unit vector. -/
theorem two_qubit_correlation_bound {R : TwoQubit} (h : IsDensity R) :
    ∑ i, blochA R i ^ 2 + ∑ j, blochB R j ^ 2 + ∑ i, ∑ j, corr R i j ^ 2 ≤ 3 ∧
    (∑ i, blochA R i ^ 2 + ∑ j, blochB R j ^ 2 + ∑ i, ∑ j, corr R i j ^ 2 = 3
      ↔ IsPure R) := by
  obtain ⟨hle, hiff⟩ := purity_le_one_and_eq_iff h
  rw [bloch_sum_eq_purity h, ← hiff]
  exact ⟨by linarith, fun e => by linarith, fun e => by linarith⟩

end

end TwoQubitCorrelations
```

```lean
#print axioms TwoQubitCorrelations.two_qubit_correlation_bound
```

```
'TwoQubitCorrelations.two_qubit_correlation_bound' depends on axioms: [propext, Classical.choice, Quot.sound]
```
